# Constant-pressure and constant-volume defect formation entropies differ by $F_{VV}V_TV_n$ in the dilute limit

A crystal heated at constant pressure usually expands, while a defect supercell is often computed at a fixed volume. Suppose the perfect crystal has free energy $F(T,V)$ at temperature $T$ and volume $V$, and each defect adds $f(T,V)$. With $n$ defects at fixed pressure $P$, the volume $V(T,n)$ adjusts so that

$$F_V+n f_V=-P ,$$

where subscripts denote partial derivatives. I believe that at $n=0$

$$\frac{d}{dT}f(T,V(T,0))=f_T-F_{VV}V_TV_n ,$$

and that the last term is the difference between the formation entropies at constant pressure and at constant volume. Can this be derived carefully, starting from the Gibbs energy, and checked in Lean? I would also like to know where the term turns up in a supercell calculation.

## Thermal expansion moves the defect to a new volume

Yes, provided that the defects do not interact, $F$ and $f$ are twice continuously differentiable near the equilibrium point, and the volume $V(T,n)$ is differentiable near $n=0$. Below, derivatives of $F$ and $f$ are taken at $(T,V(T,0))$, and those of $V$ at $(T,0)$.

First differentiate the pressure balance with respect to $n$, at fixed $T$. The right-hand side is constant, so

$$F_{VV}V_n+f_V+n f_{VV}V_n=0 .$$

At $n=0$ this becomes

$$F_{VV}V_n=-f_V .$$

The quantity $V_n$ is the formation volume, the change in crystal volume per defect at fixed pressure. The quantity $-f_V$ is the pressure that one defect adds at fixed volume.

Next take the Gibbs energy along the equilibrium volume,

$$G(T,n)=F(T,V(T,n))+n f(T,V(T,n))+P\,V(T,n).$$

Its derivative with respect to $n$ at $n=0$ is the formation Gibbs energy:

$$G_n=F_VV_n+f+PV_n=f+(F_V+P)V_n=f .$$

The volume response drops out because $F_V=-P$ in the perfect crystal. The formation Gibbs energy at constant pressure is therefore the constant-volume free energy $f$, evaluated at the perfect crystal's volume.

This equality holds at every temperature near $T$, so both sides can be differentiated with respect to $T$:

$$\frac{d}{dT}f(T,V(T,0))=f_T+f_VV_T=f_T-F_{VV}V_TV_n .$$

With $S_P=-dG_n/dT$ and $S_V=-f_T$, the two formation entropies satisfy

$$S_P-S_V=F_{VV}V_TV_n=K\alpha V_n ,$$

where $K=VF_{VV}$ is the isothermal bulk modulus and $\alpha=V_T/V$ is the volumetric thermal expansion coefficient. If $K$, $\alpha$ and $V_n$ are all positive, the constant-pressure entropy is the larger one.

## The crystal as three real functions

In the Lean file `F`, `f` and `V` are functions of two real variables. The operators `d₁` and `d₂` differentiate with respect to the first and second argument. Thus `d₂ F` is $F_V$ and `d₂ (d₂ F)` is $F_{VV}$, but `d₂ V` is $V_n$, because the second argument of `V` is the defect number.

The structure `IsobaricCrystal F f V P T` collects the physical assumptions:

- `smooth_host` and `smooth_defect` say that $F$ and $f$ are twice continuously differentiable at $(T,V(T,0))$.
- `diff_volume` says that $V$ is differentiable at all points near $(T,0)$.
- `balance` says that the pressure equals $P$ at all points near $(T,0)$.

The defect number is a real variable on both sides of zero, so the derivative at $n=0$ is two-sided. The existence of a differentiable $V$ is assumed. No sign is imposed on the bulk modulus, so mechanical stability is not required.

The definition `gibbsFormation` is the $n$-derivative of `gibbs` at zero, and `entropyP` is minus its temperature derivative. The definition `entropyV` differentiates $f$ at fixed volume, then evaluates at the perfect crystal's volume. The theorem `total_derivative` is the formula in the question, stated with `HasDerivAt`, so it includes differentiability along the expansion path. The theorem `entropy_difference` gives $S_P-S_V$, and `entropy_difference_bulkModulus` rewrites it with $K$ and $\alpha$ for nonzero volume.

The term $n f$ is linear in $n$ apart from the volume response, which leaves out defect–defect interactions and the configurational entropy of placing the defects. Stress enters only as a hydrostatic pressure. There is also no particle reservoir: if creating the defect changes the number of atoms of any element or the number of electrons, chemical potentials and their temperature dependence need separate treatment.

```lean
import Mathlib

open Filter Topology

namespace DefectFormationEntropy

noncomputable section

/-- Partial derivative with respect to the first argument. -/
def d₁ (G : ℝ → ℝ → ℝ) (a b : ℝ) : ℝ := deriv (fun t => G t b) a

/-- Partial derivative with respect to the second argument. -/
def d₂ (G : ℝ → ℝ → ℝ) (a b : ℝ) : ℝ := deriv (fun v => G a v) b

/-- A crystal with host free energy `F(T,V)` and free energy `f(T,V)` per defect, whose volume
`V(T,n)` at defect number `n` keeps the pressure equal to `P` near temperature `T` and `n = 0`. -/
structure IsobaricCrystal (F f V : ℝ → ℝ → ℝ) (P T : ℝ) : Prop where
  smooth_host : ContDiffAt ℝ 2 (fun p : ℝ × ℝ => F p.1 p.2) (T, V T 0)
  smooth_defect : ContDiffAt ℝ 2 (fun p : ℝ × ℝ => f p.1 p.2) (T, V T 0)
  diff_volume : ∀ᶠ p : ℝ × ℝ in 𝓝 (T, 0),
    DifferentiableAt ℝ (fun q : ℝ × ℝ => V q.1 q.2) p
  balance : ∀ᶠ p : ℝ × ℝ in 𝓝 (T, 0),
    d₂ F p.1 (V p.1 p.2) + p.2 * d₂ f p.1 (V p.1 p.2) = -P

/-- Gibbs energy `F + n f + P V` of the crystal with `n` defects at the volume `V(T,n)`. -/
def gibbs (F f V : ℝ → ℝ → ℝ) (P T n : ℝ) : ℝ :=
  F T (V T n) + n * f T (V T n) + P * V T n

/-- Formation Gibbs energy: the derivative of the Gibbs energy with respect to the number of
defects, at zero defects and fixed pressure. -/
def gibbsFormation (F f V : ℝ → ℝ → ℝ) (P T : ℝ) : ℝ := d₂ (gibbs F f V P) T 0

/-- Defect formation entropy at constant pressure. -/
def entropyP (F f V : ℝ → ℝ → ℝ) (P T : ℝ) : ℝ := -deriv (gibbsFormation F f V P) T

/-- Defect formation entropy at constant volume, taken at the volume of the perfect crystal. -/
def entropyV (f V : ℝ → ℝ → ℝ) (T : ℝ) : ℝ := -d₁ f T (V T 0)

/-- Isothermal bulk modulus `V F_VV` of the host. -/
def bulkModulus (F : ℝ → ℝ → ℝ) (T v : ℝ) : ℝ := v * d₂ (d₂ F) T v

/-- Volumetric thermal expansion coefficient `V_T / V` of the perfect crystal, for nonzero
volume. -/
def thermalExpansion (V : ℝ → ℝ → ℝ) (T : ℝ) : ℝ := d₁ V T 0 / V T 0

/-- The partial derivatives of a differentiable function of two variables are the components
of its total derivative. -/
theorem partials {G : ℝ → ℝ → ℝ} {a b : ℝ}
    (hG : DifferentiableAt ℝ (fun p : ℝ × ℝ => G p.1 p.2) (a, b)) :
    HasDerivAt (fun t => G t b) (fderiv ℝ (fun p : ℝ × ℝ => G p.1 p.2) (a, b) (1, 0)) a ∧
    HasDerivAt (fun v => G a v) (fderiv ℝ (fun p : ℝ × ℝ => G p.1 p.2) (a, b) (0, 1)) b := by
  constructor
  · exact HasFDerivAt.comp_hasDerivAt a (f := fun t => (t, b)) hG.hasFDerivAt
      ((hasDerivAt_id' a).prodMk (hasDerivAt_const a b))
  · exact HasFDerivAt.comp_hasDerivAt b (f := fun v => (a, v)) hG.hasFDerivAt
      ((hasDerivAt_const b a).prodMk (hasDerivAt_id' b))

/-- Chain rule for a differentiable function of two variables along a differentiable path. -/
theorem chain {G : ℝ → ℝ → ℝ} {x y : ℝ → ℝ} {x' y' s : ℝ}
    (hG : DifferentiableAt ℝ (fun p : ℝ × ℝ => G p.1 p.2) (x s, y s))
    (hx : HasDerivAt x x' s) (hy : HasDerivAt y y' s) :
    HasDerivAt (fun r => G (x r) (y r))
      (d₁ G (x s) (y s) * x' + d₂ G (x s) (y s) * y') s := by
  have h := HasFDerivAt.comp_hasDerivAt s (f := fun r => (x r, y r)) hG.hasFDerivAt
    (hx.prodMk hy)
  refine HasDerivAt.congr_deriv h ?_
  have e : (x', y') = x' • ((1 : ℝ), (0 : ℝ)) + y' • ((0 : ℝ), (1 : ℝ)) := by simp
  have e₁ : d₁ G (x s) (y s) = _ := (partials hG).1.deriv
  have e₂ : d₂ G (x s) (y s) = _ := (partials hG).2.deriv
  rw [e, map_add, map_smul, map_smul, e₁, e₂, smul_eq_mul, smul_eq_mul]
  ring

/-- For a twice continuously differentiable free energy, the volume derivative is itself
differentiable in temperature and volume jointly. -/
theorem differentiableAt_d₂ {G : ℝ → ℝ → ℝ} {q : ℝ × ℝ}
    (h : ContDiffAt ℝ 2 (fun p : ℝ × ℝ => G p.1 p.2) q) :
    DifferentiableAt ℝ (fun p : ℝ × ℝ => d₂ G p.1 p.2) q := by
  have h1 : ContDiffAt ℝ 1 (fderiv ℝ (fun p : ℝ × ℝ => G p.1 p.2)) q :=
    h.fderiv_right one_add_one_eq_two.le
  have h2 : DifferentiableAt ℝ
      (fun p => fderiv ℝ (fun p : ℝ × ℝ => G p.1 p.2) p ((0 : ℝ), (1 : ℝ))) q :=
    (h1.differentiableAt (by norm_num)).clm_apply (differentiableAt_const _)
  refine h2.congr_of_eventuallyEq ?_
  filter_upwards [h.eventually (by simp)] with p hp
  exact (partials (a := p.1) (b := p.2) (hp.differentiableAt (by norm_num))).2.deriv

variable {F f V : ℝ → ℝ → ℝ} {P T : ℝ}

/-- The formation volume `V_n` at fixed pressure balances the defect's pressure on the host:
`F_VV V_n = -f_V` at zero defects. -/
theorem formation_volume (h : IsobaricCrystal F f V P T) :
    d₂ (d₂ F) T (V T 0) * d₂ V T 0 = -d₂ f T (V T 0) := by
  have hn : HasDerivAt (fun n => V T n) (d₂ V T 0) 0 :=
    (partials h.diff_volume.self_of_nhds).2.differentiableAt.hasDerivAt
  have hF := chain (G := d₂ F) (x := fun _ => T) (y := fun n => V T n) (s := 0)
    (differentiableAt_d₂ h.smooth_host) (hasDerivAt_const 0 T) hn
  have hf := chain (G := d₂ f) (x := fun _ => T) (y := fun n => V T n) (s := 0)
    (differentiableAt_d₂ h.smooth_defect) (hasDerivAt_const 0 T) hn
  have hs := hF.fun_add ((hasDerivAt_id' (0 : ℝ)).fun_mul hf)
  -- the pressure does not change with the number of defects
  have hb : (fun n => d₂ F T (V T n) + n * d₂ f T (V T n)) =ᶠ[𝓝 0] fun _ => -P :=
    ((by fun_prop : Continuous fun n : ℝ => (T, n)).tendsto 0).eventually h.balance
  have key := hs.unique ((hasDerivAt_const (0 : ℝ) (-P)).congr_of_eventuallyEq hb)
  linear_combination key

/-- A crystal held at pressure `P` near temperature `T` is also one near every temperature
sufficiently close to `T`. -/
theorem nearby_temperatures (h : IsobaricCrystal F f V P T) :
    ∀ᶠ t in 𝓝 T, IsobaricCrystal F f V P t := by
  have hV : Tendsto (fun t => V t 0) (𝓝 T) (𝓝 (V T 0)) :=
    (partials h.diff_volume.self_of_nhds).1.continuousAt
  have hc : Tendsto (fun t => (t, V t 0)) (𝓝 T) (𝓝 (T, V T 0)) := tendsto_id.prodMk_nhds hV
  have h0 : Tendsto (fun t : ℝ => (t, (0 : ℝ))) (𝓝 T) (𝓝 (T, 0)) :=
    (by fun_prop : Continuous fun t : ℝ => (t, (0 : ℝ))).tendsto T
  filter_upwards [hc.eventually (h.smooth_host.eventually (by simp)),
    hc.eventually (h.smooth_defect.eventually (by simp)),
    h0.eventually h.diff_volume.eventually_nhds,
    h0.eventually h.balance.eventually_nhds] with t a b c d
  exact ⟨a, b, c, d⟩

/-- The formation Gibbs energy at constant pressure equals the constant-volume formation free
energy `f`, evaluated at the volume of the perfect crystal. -/
theorem gibbsFormation_eq (h : IsobaricCrystal F f V P T) :
    gibbsFormation F f V P T = f T (V T 0) := by
  have hn : HasDerivAt (fun n => V T n) (d₂ V T 0) 0 :=
    (partials h.diff_volume.self_of_nhds).2.differentiableAt.hasDerivAt
  have hF := chain (G := F) (x := fun _ => T) (y := fun n => V T n) (s := 0)
    (h.smooth_host.differentiableAt (by norm_num)) (hasDerivAt_const 0 T) hn
  have hf := chain (G := f) (x := fun _ => T) (y := fun n => V T n) (s := 0)
    (h.smooth_defect.differentiableAt (by norm_num)) (hasDerivAt_const 0 T) hn
  have hs := (hF.fun_add ((hasDerivAt_id' (0 : ℝ)).fun_mul hf)).fun_add (hn.const_mul P)
  -- the volume response drops out because F_V = -P at zero defects
  have hb : d₂ F T (V T 0) + 0 * d₂ f T (V T 0) = -P := h.balance.self_of_nhds
  exact hs.deriv.trans (by linear_combination d₂ V T 0 * hb)

/-- Along the zero-defect volume at fixed pressure, the total temperature derivative of
`f(T,V(T,0))` is `f_T - F_VV V_T V_n`. -/
theorem total_derivative (h : IsobaricCrystal F f V P T) :
    HasDerivAt (fun t => f t (V t 0))
      (d₁ f T (V T 0) - d₂ (d₂ F) T (V T 0) * d₁ V T 0 * d₂ V T 0) T := by
  have hT : HasDerivAt (fun t => V t 0) (d₁ V T 0) T :=
    (partials h.diff_volume.self_of_nhds).1.differentiableAt.hasDerivAt
  have hf := chain (G := f) (x := fun t => t) (y := fun t => V t 0) (s := T)
    (h.smooth_defect.differentiableAt (by norm_num)) (hasDerivAt_id' T) hT
  exact hf.congr_deriv (by linear_combination d₁ V T 0 * formation_volume h)

/-- The defect formation entropies at constant pressure and at constant volume differ by
`F_VV V_T V_n`. -/
theorem entropy_difference (h : IsobaricCrystal F f V P T) :
    entropyP F f V P T - entropyV f V T
      = d₂ (d₂ F) T (V T 0) * d₁ V T 0 * d₂ V T 0 := by
  have hg : gibbsFormation F f V P =ᶠ[𝓝 T] fun t => f t (V t 0) :=
    (nearby_temperatures h).mono fun _ ht => gibbsFormation_eq ht
  have hd := ((total_derivative h).congr_of_eventuallyEq hg).deriv
  rw [entropyP, entropyV, hd]
  ring

/-- For nonzero crystal volume, the entropy difference is the bulk modulus times the thermal
expansion coefficient times the formation volume. -/
theorem entropy_difference_bulkModulus (h : IsobaricCrystal F f V P T) (hV : V T 0 ≠ 0) :
    entropyP F f V P T - entropyV f V T
      = bulkModulus F T (V T 0) * thermalExpansion V T * d₂ V T 0 := by
  rw [entropy_difference h, bulkModulus, thermalExpansion]
  field_simp

/-- For `B ≠ 0`, the model free energies `F = B/2 (w - V₀ - a t)²` and `f = E - s t - B v w`, with
the volume `V₀ + a t - P/B + n v`, satisfy `IsobaricCrystal` at pressure `P`. -/
theorem isobaricCrystal_witness (B V₀ a E s v P T : ℝ) (hB : B ≠ 0) :
    IsobaricCrystal (fun t w => B / 2 * (w - V₀ - a * t) ^ 2)
      (fun t w => E - s * t - B * v * w) (fun t n => V₀ + a * t - P / B + n * v) P T := by
  have h1 : ∀ t w, d₂ (fun t w => B / 2 * (w - V₀ - a * t) ^ 2) t w
      = B * (w - V₀ - a * t) := fun t w => by
    have hd := ((((hasDerivAt_id' w).sub_const V₀).sub_const (a * t)).fun_pow 2).const_mul (B / 2)
    refine hd.deriv.trans ?_
    rw [show 2 - 1 = 1 from rfl, pow_one]
    push_cast
    ring
  have h2 : ∀ t w, d₂ (fun t w => E - s * t - B * v * w) t w = -(B * v) := fun t w => by
    have hd := ((hasDerivAt_id' w).const_mul (B * v)).const_sub (E - s * t)
    exact hd.deriv.trans (by ring)
  refine ⟨by fun_prop, by fun_prop, Eventually.of_forall fun p => by fun_prop,
    Eventually.of_forall fun p => ?_⟩
  simp only [h1, h2]
  have e : B * (P / B) = P := by field_simp
  linear_combination -e

end

end DefectFormationEntropy
```

```lean
#print axioms DefectFormationEntropy.entropy_difference
-- 'DefectFormationEntropy.entropy_difference' depends on axioms: [propext, Classical.choice, Quot.sound]
#print axioms DefectFormationEntropy.entropy_difference_bulkModulus
-- 'DefectFormationEntropy.entropy_difference_bulkModulus' depends on axioms: [propext, Classical.choice, Quot.sound]
```

## From pressure balance to the entropy difference

The calculus comes first. `partials` obtains the two partial derivatives by applying the total derivative to the directions $(1,0)$ and $(0,1)$. `chain` splits the velocity $(x',y')$ of a path into these directions, which gives the usual two-variable chain rule. `differentiableAt_d₂` shows that $F_V$ and $f_V$ are differentiable in both variables jointly, which is the form in which `chain` can be applied to the pressure balance.

In `formation_volume`, the chain and product rules give the derivative of $F_V+n f_V$ at $n=0$. Near that point the same expression is the constant $-P$, whose derivative is zero. Uniqueness of the derivative equates the two results, and `linear_combination` rearranges them into $F_{VV}V_n=-f_V$.

`gibbsFormation_eq` differentiates the three terms of the Gibbs energy in the same way. Its last line multiplies the pressure balance at $n=0$ by $V_n$, which is the cancellation of $(F_V+P)V_n$ above.

An equality at a single temperature would not allow differentiation with respect to $T$. `nearby_temperatures` therefore shows that the assumptions at $T$ also hold at all sufficiently close temperatures. It uses the continuity of $V(t,0)$ and the fact that each assumption holds throughout a neighbourhood.

`total_derivative` applies the chain rule along $t\mapsto(t,V(t,0))$ and replaces $f_V$ by means of `formation_volume`. `entropy_difference` then identifies the formation Gibbs energy with $f(t,V(t,0))$ near $T$ and subtracts the constant-volume entropy. In the bulk-modulus version the two factors of volume cancel.

Finally, `isobaricCrystal_witness` supplies a concrete mathematical model that meets every assumption of the structure:

$$F=\tfrac{B}{2}(V-V_0-aT)^2,\qquad f=E-sT-BvV,$$

$$V(T,n)=V_0+aT-\frac{P}{B}+nv .$$

Here $B\neq0$ is the stiffness $F_{VV}$, $a=V_T$ is the thermal expansion rate, $v=V_n$ is the formation volume, and $V_0$, $E$ and $s$ are constants. The constant-volume entropy is $s$ and the constant-pressure entropy is $s+Bav$, so the correction is visible term by term. As written, the model is not a thermally stable crystal: its host has constant-volume heat capacity $-TF_{TT}=-TBa^2$, which is negative for $B,T>0$ and $a\neq0$. Adding $-cT^2/2$ to $F$, with $c>Ba^2$, makes the heat capacity positive and changes neither the volume nor the two formation entropies.

## The correction in a supercell calculation

In a quasi-harmonic calculation, the free energies of the perfect and the defective supercell, each the sum of the static energy and the phonon free energy, are computed on a grid of volumes. For a neutral defect that conserves the number of atoms of each element, their difference at equal volume gives $f(T,V)$ in the non-interacting approximation. The two entropies then correspond to two finite differences with temperature step $h$:

$$S_V\approx-\frac{f(T+h,V_*)-f(T-h,V_*)}{2h},\qquad V_*=V(T,0),$$

$$S_P\approx-\frac{f(T+h,V(T+h,0))-f(T-h,V(T-h,0))}{2h}.$$

In code, the difference lies in whether the equilibrium volume is updated at the shifted temperatures.

If phonons are available at one volume only, the correction can still be estimated from static pressures and a separately known thermal expansion. Let $\Delta p=-f_V$ be the pressure of the one-defect cell minus that of the perfect cell, at the same temperature and volume. The relation $F_{VV}V_n=-f_V$ then gives

$$S_P-S_V=\Delta p\,V_T=\Delta p\,\alpha V .$$

This needs the host's thermal expansion but no separate relaxation of the defective cell's volume. The relation is exact within the model only if $\Delta p$ contains the same contributions as $f$. Static pressures omit the vibrational part, which depends on how the phonon frequencies change with volume and so cannot be obtained from harmonic phonons at a single volume.
